# When $1-VG$ is invertible, the matrix ladder equation is solved by inverting a matrix whose size is the rank of $V$

## Two pair states, one of them interacting

Take two particles that can be in two pair states, and let them interact only in the first, with strength $u$. The bare interaction $V$ and the pair propagator $G$ are then

$$
V=\begin{pmatrix}u&0\\0&0\end{pmatrix},\qquad
G=\begin{pmatrix}g_{11}&g_{12}\\g_{21}&g_{22}\end{pmatrix}.
$$

Repeated scattering is described by a matrix $T$ that obeys the ladder equation $T=V+VGT$. The second row of $V$ is zero, so the second row of $T$ is zero. The first row then gives $T_{11}=u+ug_{11}T_{11}$ and $T_{12}=ug_{11}T_{12}$. If $1-ug_{11}\neq0$, the solution is

$$
T=\begin{pmatrix}\dfrac{u}{1-ug_{11}}&0\\0&0\end{pmatrix}.
$$

The equation has $2\times2$ matrices in it, but only the number $1-ug_{11}$ had to be inverted. Between two scatterings the pair may pass through either state, yet each scattering begins and ends in the first, so only the element $g_{11}$ of the propagator enters.

In general there are $n$ pair states, and the interaction acts through $r$ auxiliary amplitudes:

$$
V=BCD .
$$

Here $D$ ($r\times n$) reads the amplitudes off a pair state, $C$ ($r\times r$) couples them, and $B$ ($n\times r$) turns them back into pair states. In the example $r=1$, $D=(1\;\;0)$, $C=u$ and $B=D^{\mathsf T}$.

The Hubbard model on $L$ sites has this structure. An opposite-spin pair has $L^2$ position states, and the on-site repulsion acts only in the $L$ doubly occupied ones. In the ladder approximation at fixed total energy, an inversion of size $L$ therefore replaces one of size $L^2$.

In the code `n` and `r` are finite index types, and the sizes called $n$ and $r$ in the prose are their numbers of elements. Either may be zero.

In Lean 4 with Mathlib:

```lean
import Mathlib

open Matrix

namespace LowRankLadder

noncomputable section

variable {n r : Type*} [Fintype n] [DecidableEq n] [Fintype r] [DecidableEq r]
```

## The equation and its reduced matrix

The ladder equation is taken as a condition on a matrix $T$:

$$
T=V+VGT .
$$

Nothing is assumed about the convergence of the series $V+VGV+VGVGV+\dots$ that it resums. The matrices are complex, with no Hermiticity or symmetry required. Signs and factors of $i$ that some conventions write separately are absorbed into $G$, which is one fixed matrix, for instance the pair propagator at one total energy.

```lean
/-- The ladder equation `T = V + V G T` for the bare interaction `V` and the
propagator `G`. -/
def IsLadderSolution (V G T : Matrix n n ℂ) : Prop :=
  T = V + V * G * T
```

In the series, every propagator stands between a $D$ on its left and a $B$ on its right. The auxiliary amplitudes therefore see only the $r\times r$ matrix $DGB$, and the matrix to be inverted is

$$
K=1-CDGB .
$$

In the example this is $1-ug_{11}$. The code calls it `reduced G B C D`.

```lean
/-- The reduced matrix `1 - C D G B`, which acts on the auxiliary space of the
factorised interaction `V = B C D`. -/
def reduced (G : Matrix n n ℂ) (B : Matrix n r ℂ) (C : Matrix r r ℂ)
    (D : Matrix r n ℂ) : Matrix r r ℂ :=
  1 - C * D * G * B
```

## The full and reduced determinants agree

Let $X=B$ and $Y=CDG$, so that $VG=XY$ and $CDGB=YX$. The block matrix

$$
\begin{pmatrix}1_n&X\\Y&1_r\end{pmatrix}
$$

has determinant $\det(1_r-YX)$ if the upper left block is eliminated first, and $\det(1_n-XY)$ if the lower right block is. Hence

$$
\det(1-VG)=\det(1-CDGB).
$$

This is Sylvester's determinant identity, which Mathlib provides as `Matrix.det_one_sub_mul_comm`. The proof regroups the product as $B(CDG)$ and applies it.

```lean
/-- The full matrix `1 - V G` with `V = B C D` and the reduced matrix have the same
determinant. -/
theorem det_full_eq_det_reduced (G : Matrix n n ℂ) (B : Matrix n r ℂ)
    (C : Matrix r r ℂ) (D : Matrix r n ℂ) :
    (1 - B * C * D * G).det = (reduced G B C D).det := by
  have h : B * C * D * G = B * (C * D * G) := by simp only [Matrix.mul_assoc]
  unfold reduced
  rw [h, Matrix.det_one_sub_mul_comm]
```

## The ladder equation as a linear system

Moving $VGT$ to the left gives

$$
T-VGT=V\quad\Longleftrightarrow\quad(1-VG)\,T=V .
$$

The first form is convenient for checking a proposed solution, the second for showing that there is no other.

```lean
/-- The ladder equation is the linear system `(1 - V G) T = V`. -/
theorem isLadderSolution_iff (V G T : Matrix n n ℂ) :
    IsLadderSolution V G T ↔ (1 - V * G) * T = V := by
  unfold IsLadderSolution
  rw [sub_mul, one_mul, sub_eq_iff_eq_add]
```

## The solution from the small inverse

A square matrix is invertible exactly when its determinant is nonzero, so the equality of determinants makes $1-VG$ and $K$ invertible together. Physically, invertibility means that no nonzero pair amplitude reproduces itself under propagation and scattering.

Suppose $K$ is invertible. Then $KK^{-1}=1$ reads $K^{-1}-CDGB\,K^{-1}=1$, or

$$
K^{-1}=1+CDGB\,K^{-1}.
$$

Multiply by $B$ on the left and by $CD$ on the right:

$$
BK^{-1}CD=BCD+BCD\,G\,\bigl(BK^{-1}CD\bigr).
$$

With $V=BCD$ this is the ladder equation for $T=BK^{-1}CD$. If $T'$ is another solution, then $(1-VG)T'=V=(1-VG)T$, and cancelling the invertible factor gives $T'=T$.

The theorem has two parts. The first is the equivalence of the two invertibility conditions, written with `IsUnit`. The second says that, if the reduced matrix is invertible, a matrix $T$ solves the ladder equation if and only if it equals $BK^{-1}CD$. In the proof, `hinv` is the equation for $K^{-1}$, `hsol` is its dressed form, and `mul_left_cancel` gives uniqueness.

```lean
/-- For `V = B C D`, the matrix `1 - V G` is invertible exactly when `1 - C D G B` is,
and then the ladder equation has the one solution `T = B (1 - C D G B)⁻¹ C D`. -/
theorem low_rank_ladder (G : Matrix n n ℂ) (B : Matrix n r ℂ)
    (C : Matrix r r ℂ) (D : Matrix r n ℂ) :
    (IsUnit (1 - B * C * D * G) ↔ IsUnit (reduced G B C D)) ∧
    (IsUnit (reduced G B C D) → ∀ T : Matrix n n ℂ,
      IsLadderSolution (B * C * D) G T ↔
        T = B * (reduced G B C D)⁻¹ * (C * D)) := by
  have hiff : IsUnit (1 - B * C * D * G) ↔ IsUnit (reduced G B C D) := by
    rw [Matrix.isUnit_iff_isUnit_det, Matrix.isUnit_iff_isUnit_det,
      det_full_eq_det_reduced]
  refine ⟨hiff, fun hK T => ?_⟩
  -- the reduced inverse obeys its own small ladder equation
  have hinv : (reduced G B C D)⁻¹ = 1 + C * D * G * B * (reduced G B C D)⁻¹ := by
    have h := Matrix.mul_nonsing_inv (reduced G B C D)
      ((Matrix.isUnit_iff_isUnit_det _).mp hK)
    have h' : (1 - C * D * G * B) * (reduced G B C D)⁻¹ = 1 := h
    rw [sub_mul, one_mul, sub_eq_iff_eq_add] at h'
    exact h'
  -- dressing it with B and C D solves the full equation
  have hsol : IsLadderSolution (B * C * D) G
      (B * (reduced G B C D)⁻¹ * (C * D)) := by
    unfold IsLadderSolution
    calc B * (reduced G B C D)⁻¹ * (C * D)
        = B * (1 + C * D * G * B * (reduced G B C D)⁻¹) * (C * D) := by
          rw [← hinv]
      _ = B * C * D + B * C * D * G * (B * (reduced G B C D)⁻¹ * (C * D)) := by
          simp only [Matrix.mul_add, Matrix.add_mul, Matrix.mul_one,
            Matrix.mul_assoc]
  constructor
  · intro hT
    -- uniqueness: cancel the invertible factor 1 - V G
    apply (hiff.mpr hK).mul_left_cancel
    exact ((isLadderSolution_iff _ _ _).mp hT).trans
      ((isLadderSolution_iff _ _ _).mp hsol).symm
  · intro hT
    rw [hT]
    exact hsol
```

The position of $C$ in this formula matters once $r>1$. For $r=1$ the factors $C$ and $K^{-1}$ are numbers and their order is immaterial, which suggests that $BCK^{-1}D$ would do as well. For larger $r$ it generally fails. Take $n=r=2$, $B=D=1$ and

$$
C=V=\begin{pmatrix}1&0\\0&0\end{pmatrix},\quad
G=\begin{pmatrix}0&1\\1&0\end{pmatrix},\quad
K^{-1}=\begin{pmatrix}1&1\\0&1\end{pmatrix}.
$$

The correct order gives $K^{-1}C=V$, which solves the equation because $VGV=0$. The other order gives $CK^{-1}=\begin{pmatrix}1&1\\0&0\end{pmatrix}$, which does not. If $C$ is to stand on the left, the matrix inside the inverse has to change too: $T=BC(1-DGBC)^{-1}D$.

## Self-sustaining amplitudes at a singularity

When $1-VG$ is singular, there is a nonzero pair amplitude $x$ with $VGx=x$. If $G$ is a function of the energy, this happens at every pole of the ladder sum where $G$ itself is analytic, for instance at the energy of a pair bound below all free-pair energies. The vector $x$ is not the wave function of that pair. For two particles alone, with $G=(E-H_0)^{-1}$ and $H_0$ the Hamiltonian without $V$, the wave function is $Gx$, because $(E-H_0)Gx=x=VGx$. Define the reduced amplitude

$$
y=CDGx .
$$

Then $By=BCDGx=VGx=x$. It follows that $y\neq0$, since $y=0$ would give $x=0$. It also follows that

$$
CDGB\,y=CDG\,(By)=CDGx=y .
$$

So $y$ sustains itself in the auxiliary space, and multiplying it by $B$ restores the full amplitude. The theorem takes $x$ as given and states these three properties of $y$, with `*ᵥ` for a matrix acting on a vector. The equation $By=x$ is proved first, as `hB`, and the other two follow from it.

```lean
omit [DecidableEq n] [DecidableEq r] in
/-- A nonzero vector `x` with `V G x = x`, where `V = B C D`, gives the nonzero reduced
vector `y = C D G x` with `C D G B y = y`, and `x` is recovered as `B y`. -/
theorem singular_mode_reduces (G : Matrix n n ℂ) (B : Matrix n r ℂ)
    (C : Matrix r r ℂ) (D : Matrix r n ℂ) {x : n → ℂ} (hx : x ≠ 0)
    (h : (B * C * D * G) *ᵥ x = x) :
    (C * D * G) *ᵥ x ≠ 0 ∧
    (C * D * G * B) *ᵥ ((C * D * G) *ᵥ x) = (C * D * G) *ᵥ x ∧
    B *ᵥ ((C * D * G) *ᵥ x) = x := by
  have hB : B *ᵥ ((C * D * G) *ᵥ x) = x := by
    rw [Matrix.mulVec_mulVec]
    simpa only [Matrix.mul_assoc] using h
  refine ⟨fun h0 => hx ?_, ?_, hB⟩
  · rw [← hB, h0, Matrix.mulVec_zero]
  · calc (C * D * G * B) *ᵥ ((C * D * G) *ᵥ x)
        = (C * D * G) *ᵥ (B *ᵥ ((C * D * G) *ᵥ x)) :=
          (Matrix.mulVec_mulVec _ _ _).symm
      _ = (C * D * G) *ᵥ x := by rw [hB]
```

## The ladder sum keeps the rank of the interaction

Let $T$ be any solution. The ladder equation can be factored as

$$
T=V(1+GT),
$$

and a product has at most the rank of its left factor, so $\operatorname{rank}T\le\operatorname{rank}V$. The linear system $V=(1-VG)T$ gives $\operatorname{rank}V\le\operatorname{rank}T$ in the same way, now from the right factor. Repeated scattering therefore neither adds to nor removes from the number of independent channels. The two halves of the proof are these two inequalities.

```lean
/-- Every solution of the ladder equation has the same rank as the bare interaction. -/
theorem rank_ladder_eq {V G T : Matrix n n ℂ} (hT : IsLadderSolution V G T) :
    T.rank = V.rank := by
  apply le_antisymm
  · have h : T = V * (1 + G * T) := by
      rw [mul_add, mul_one, ← mul_assoc]
      exact hT
    calc T.rank = (V * (1 + G * T)).rank := congrArg Matrix.rank h
      _ ≤ V.rank := Matrix.rank_mul_le_left _ _
  · calc V.rank = ((1 - V * G) * T).rank :=
          congrArg Matrix.rank ((isLadderSolution_iff V G T).mp hT).symm
      _ ≤ T.rank := Matrix.rank_mul_le_right _ _
```

No invertibility is assumed here, but the theorem gains no singular cases from that. If $T$ solves the equation, then $(1-VG)(1+TG)=1-VG+VG=1$, so $1-VG$ is invertible after all. This last observation is an aside and has no theorem in the file.

## The auxiliary size is bounded below by the rank

The size $r$ belongs to the chosen factorisation, not to the interaction alone. The product $BC$ has $r$ columns, so

$$
\operatorname{rank}(BCD)\le\operatorname{rank}(BC)\le r .
$$

The inequality can be strict: $V=0$ can be written with $C=0$ and any $r$. An inversion of size $r$ is thus one of size $\operatorname{rank}V$ only if the factorisation has no redundant amplitudes.

```lean
omit [DecidableEq n] [DecidableEq r] in
/-- The auxiliary space of a factorised interaction `B C D` is at least as large as the
rank of the interaction. -/
theorem rank_le_auxiliary_size (B : Matrix n r ℂ) (C : Matrix r r ℂ)
    (D : Matrix r n ℂ) : (B * C * D).rank ≤ Fintype.card r :=
  (Matrix.rank_mul_le_left _ _).trans (Matrix.rank_le_card_width _)
```

## A factorisation of exactly that size

Write $\rho=\operatorname{rank}V$ and choose a basis $b_1,\dots,b_\rho$ of the range of $V$. Column $j$ of $V$ lies in the range, so it has coordinates $D_{kj}$ in this basis:

$$
V_{ij}=\sum_{k=1}^{\rho}(b_k)_i\,D_{kj}=\sum_{k=1}^{\rho}B_{ik}D_{kj},\qquad B_{ik}=(b_k)_i .
$$

Hence $V=BD$ with $\rho$ auxiliary amplitudes and $C=1$. For $V=0$ the basis is empty and so is the sum.

In the code `Fin V.rank` labels the amplitudes, counting from zero. The vector `c j` is column $j$ as an element of the range, `b.repr` gives its coordinates, and `b.sum_repr` is the expansion above.

```lean
/-- Every interaction matrix factorises through an auxiliary space whose dimension is
its rank. -/
theorem exists_rank_factorization (V : Matrix n n ℂ) :
    ∃ (B : Matrix n (Fin V.rank) ℂ) (D : Matrix (Fin V.rank) n ℂ), V = B * D := by
  -- expand the columns of V in a basis of its range
  let b : Module.Basis (Fin V.rank) ℂ (LinearMap.range V.mulVecLin) :=
    Module.finBasisOfFinrankEq ℂ (LinearMap.range V.mulVecLin) rfl
  let c : n → LinearMap.range V.mulVecLin := fun j =>
    ⟨V.mulVecLin (Pi.single j 1), LinearMap.mem_range_self _ _⟩
  refine ⟨Matrix.of fun i k => (b k : n → ℂ) i,
    Matrix.of fun k j => b.repr (c j) k, ?_⟩
  ext i j
  have hc : (c j : n → ℂ) i = V i j := by simp [c]
  have h := congrArg (fun w : LinearMap.range V.mulVecLin => (w : n → ℂ) i)
    (b.sum_repr (c j))
  simp only [Submodule.coe_sum, Submodule.coe_smul, Finset.sum_apply,
    Pi.smul_apply, smul_eq_mul] at h
  rw [Matrix.mul_apply]
  refine hc.symm.trans (h.symm.trans ?_)
  exact Finset.sum_congr rfl fun k _ => mul_comm _ _
```

## One inversion of size $\operatorname{rank}V$

Now let $V$ be any $n\times n$ interaction for which $1-VG$ is invertible. Factorise it as $V=BD$ with $\rho$ amplitudes and set $C=1$ in the earlier result. Then $1-DGB$ is an invertible $\rho\times\rho$ matrix, and the only solution of the ladder equation is

$$
T=B\,(1-DGB)^{-1}D .
$$

The theorem says that such $B$ and $D$ exist, that $V=BD$, that the small matrix is invertible, and that a matrix $T$ solves the ladder equation exactly when it has this form. The proof takes the factorisation from the previous theorem and applies `low_rank_ladder` with `C` equal to the identity.

```lean
/-- If `1 - V G` is invertible, the ladder equation is solved by inverting one matrix
whose size is the rank of `V`. -/
theorem ladder_inversion_at_rank (V G : Matrix n n ℂ) (hG : IsUnit (1 - V * G)) :
    ∃ (B : Matrix n (Fin V.rank) ℂ) (D : Matrix (Fin V.rank) n ℂ),
      V = B * D ∧ IsUnit (1 - D * G * B) ∧
      ∀ T : Matrix n n ℂ,
        IsLadderSolution V G T ↔ T = B * (1 - D * G * B)⁻¹ * D := by
  obtain ⟨B, D, hV⟩ := exists_rank_factorization V
  have h := low_rank_ladder G B 1 D
  simp only [reduced, Matrix.mul_one, Matrix.one_mul, ← hV] at h
  exact ⟨B, D, hV, h.1.mp hG, h.2 (h.1.mp hG)⟩

end

end LowRankLadder
```

The result concerns the size of the matrix that is inverted, not the total work. Finding the factorisation and forming $DGB$ have costs of their own, and no operation count is stated. The rank is also meant exactly: for an interaction that is only close to low rank, this reduction gives a small inversion only after a truncation, and the theorems give no bound on the resulting error in $T$.

```lean
#print axioms LowRankLadder.singular_mode_reduces
#print axioms LowRankLadder.rank_ladder_eq
#print axioms LowRankLadder.rank_le_auxiliary_size
#print axioms LowRankLadder.ladder_inversion_at_rank
```

```
'LowRankLadder.singular_mode_reduces' depends on axioms: [propext, Classical.choice, Quot.sound]
'LowRankLadder.rank_ladder_eq' depends on axioms: [propext, Classical.choice, Quot.sound]
'LowRankLadder.rank_le_auxiliary_size' depends on axioms: [propext, Classical.choice, Quot.sound]
'LowRankLadder.ladder_inversion_at_rank' depends on axioms: [propext, Classical.choice, Quot.sound]
```
